# For classical planar spirals on a chain with finitely many couplings, an N-site supercell raises the minimum energy per site by at most π²/(2N²) · Σ r²|J_r|

## Spirals that fit a supercell

A magnetic supercell of N sites can stand for N spins that turn freely, or for the family of spirals that repeat after N sites. Here it means the second. The spins are classical unit vectors in a plane, on a chain with unit spacing, and site x carries

S_x = (cos qx, sin qx),

with one real wave number q. The spins at distance r are coupled by a real constant J_r, for r in a finite set s. Each bond is counted once, and a positive J_r favours antiparallel spins. Since

S_x · S_{x+r} = cos qx cos q(x+r) + sin qx sin q(x+r) = cos qr,

the energy per site is

E(q) = Σ J_r cos(qr).

If the spiral repeats after N ≥ 1 sites, comparing sites 0 and N gives cos(qN) = 1, so q = 2πk/N for an integer k. Conversely, such a q changes the angle by 2πk over N sites, and the spiral repeats. The supercell therefore samples E on a grid of spacing 2π/N and may miss the best wave number.

## The bound and its meaning in Lean

Write M = Σ r²|J_r|. The theorem `supercell_error` says that, for every finite s, all real couplings and every N ≥ 1, E has a minimum e over real q and a minimum eN over q = 2πk/N, and

eN − e ≤ π²M/(2N²).

The definitions correspond to the physics as follows.

- `spin q x` is S_x, a vector with two real components, and `⬝ᵥ` is the scalar product.
- `spiralEnergy s J q` is E(q). Only the values of `J` on `s` enter. The distance r = 0 is allowed; it shifts all energies equally and adds nothing to M.
- `supercellEnergy s J N k` is E(2πk/N), with k any integer.
- `couplingMoment s J` is M.
- `IsLeast (Set.range f) e` says that e is a value of f and that no value of f is lower.

For classical spirals with known couplings of finite range, the bound tells a simulator which N suffices for a given tolerance in the energy per site. It does not say that the error shrinks at every step: for the antiferromagnet below, the error is 0 at N = 2 and 1/2 at N = 3. Both minima are taken over planar spirals only, so the theorem does not compare them with other spin arrangements. Quantum spins, higher-dimensional lattices and infinitely many couplings lie outside the model.

## From the cosine remainder to the energy error

Let R(a, x) = cos(a+x) − cos a + x sin a. The first step is |R(a, x)| ≤ x²/2.

For x ≥ 0, put g(x) = x²/2 − R(a, x). Then g(0) = 0 and

g′(x) = x + sin(a+x) − sin a.

The function x + sin(a+x) has derivative 1 + cos(a+x) ≥ 0, so it never falls below its value sin a at x = 0. Hence g′ ≥ 0 and R(a, x) ≤ x²/2. Since R(a+π, x) = −R(a, x), the lower bound follows as well. Since R(−a, −x) = R(a, x), both bounds extend to negative x.

E is continuous and has period 2π, so it attains its minimum at some q₀. There

E′(q₀) = −Σ J_r r sin(q₀r) = 0.

This lets us add the linear term at no cost:

E(q) − E(q₀) = Σ J_r R(q₀r, (q−q₀)r) ≤ (M/2)(q−q₀)².

The supercell minimum exists because k and k + N give the same energy, which leaves N values to compare. Now let k be the integer nearest to q₀N/(2π). The two differ by at most 1/2, so

|2πk/N − q₀| ≤ π/N.

The energy at this k exceeds E(q₀) by at most (M/2)(π/N)² = π²M/(2N²), and the supercell minimum is no higher.

## Odd supercells of the antiferromagnet

Take J₁ = 1 alone, so that E(q) = cos q and M = 1. The minimum is −1, at q = π. Let N = 2m + 1 with m ≥ 0. For a label j from 0 to N − 1, the integer u = 2j − N is odd, with 1 ≤ |u| ≤ N, and

cos(2πj/N) = −cos(π|u|/N) ≥ −cos(π/N),

because the cosine decreases on [0, π]. Equality holds at j = m. The excess is therefore 1 − cos(π/N), and with y = π/(2N),

N²(1 − cos(π/N)) = 2N² sin² y = (π²/2)(sin y / y)² → π²/2.

So no bound cM/N² with c < π²/2 can hold for all couplings and all N, and neither can a bound M f(N) with N² f(N) → 0.

## The Lean file and its proof

```lean
import Mathlib

open Filter Topology Matrix
open scoped Real

namespace SpiralSupercell

noncomputable section

/-- The planar spiral of unit spins with wave number `q`, at site `x` of a chain. -/
def spin (q : ℝ) (x : ℤ) : Fin 2 → ℝ := ![Real.cos (q * x), Real.sin (q * x)]

/-- The energy `E(q) = ∑ J_r cos(q r)`, with couplings `J_r` at the distances `r` in a
finite set `s`. -/
def spiralEnergy (s : Finset ℕ) (J : ℕ → ℝ) (q : ℝ) : ℝ :=
  ∑ r ∈ s, J r * Real.cos (q * r)

/-- The energy at the wave number `2πk/N` of a supercell of `N ≥ 1` sites. -/
def supercellEnergy (s : Finset ℕ) (J : ℕ → ℝ) (N : ℕ) (k : ℤ) : ℝ :=
  spiralEnergy s J (2 * π * k / N)

/-- The second moment `∑ r² |J_r|` of the coupling strengths. -/
def couplingMoment (s : Finset ℕ) (J : ℕ → ℝ) : ℝ := ∑ r ∈ s, (r : ℝ) ^ 2 * |J r|

/-- The exchange energy of the bonds from any site `x` to the sites `x + r` of a spiral
is `E(q)`. -/
theorem exchange_energy (s : Finset ℕ) (J : ℕ → ℝ) (q : ℝ) (x : ℤ) :
    ∑ r ∈ s, J r * (spin q x ⬝ᵥ spin q (x + r)) = spiralEnergy s J q := by
  unfold spiralEnergy
  refine Finset.sum_congr rfl fun r _ => ?_
  have e : q * (r : ℝ) = q * ((x + (r : ℤ) : ℤ) : ℝ) - q * x := by push_cast; ring
  rw [e, Real.cos_sub]
  simp only [spin, dotProduct, Fin.sum_univ_two, Matrix.cons_val_zero, Matrix.cons_val_one]
  ring

/-- A spiral repeats after `N ≥ 1` sites exactly when its wave number is `2πk/N` for an
integer `k`. -/
theorem spin_periodic_iff {N : ℕ} (hN : 0 < N) (q : ℝ) :
    (∀ x : ℤ, spin q (x + N) = spin q x) ↔ ∃ k : ℤ, q = 2 * π * k / N := by
  have hN' : (N : ℝ) ≠ 0 := by positivity
  constructor
  · intro h
    have h0 : Real.cos (q * N) = 1 := by simpa [spin] using congrFun (h 0) 0
    obtain ⟨k, hk⟩ := (Real.cos_eq_one_iff _).1 h0
    exact ⟨k, by rw [eq_div_iff hN']; linarith⟩
  · rintro ⟨k, rfl⟩ x
    have c : 2 * π * k / N * (N : ℝ) = 2 * π * k := div_mul_cancel₀ _ hN'
    have e : 2 * π * k / N * ((x + (N : ℤ) : ℤ) : ℝ)
        = 2 * π * k / N * x + k * (2 * π) := by
      push_cast
      linear_combination c
    simp only [spin, e, Real.cos_add_int_mul_two_pi, Real.sin_add_int_mul_two_pi]

/-- The spiral energy is unchanged when the wave number grows by `2π`. -/
theorem spiralEnergy_periodic (s : Finset ℕ) (J : ℕ → ℝ) :
    Function.Periodic (spiralEnergy s J) (2 * π) := by
  intro q
  unfold spiralEnergy
  refine Finset.sum_congr rfl fun r _ => ?_
  have e : (q + 2 * π) * (r : ℝ) = q * r + r * (2 * π) := by ring
  rw [e, Real.cos_add_nat_mul_two_pi]

/-- In a supercell of `N ≥ 1` sites, the labels `k` and `k + N` give the same energy. -/
theorem supercellEnergy_periodic (s : Finset ℕ) (J : ℕ → ℝ) {N : ℕ} (hN : 0 < N) :
    Function.Periodic (supercellEnergy s J N) (N : ℤ) := by
  intro k
  have hN' : (N : ℝ) ≠ 0 := by positivity
  have e : 2 * π * ((k + (N : ℤ) : ℤ) : ℝ) / N = 2 * π * k / N + 2 * π := by
    push_cast
    rw [mul_add, add_div, mul_div_cancel_right₀ _ hN']
  unfold supercellEnergy
  rw [e, spiralEnergy_periodic s J]

/-- The cosine differs from its tangent line at `a` by at most `x²/2` at distance `x`. -/
theorem cos_tangent_bound (a x : ℝ) :
    |Real.cos (a + x) - Real.cos a + x * Real.sin a| ≤ x * x / 2 := by
  -- one-sided bound for x ≥ 0, by monotonicity of the difference
  have key : ∀ a x : ℝ, 0 ≤ x →
      Real.cos (a + x) - Real.cos a + x * Real.sin a ≤ x * x / 2 := by
    intro a x hx
    have hs : ∀ y, HasDerivAt (fun y => y + Real.sin (a + y)) (1 + Real.cos (a + y) * 1) y :=
      fun y => (hasDerivAt_id' y).fun_add ((hasDerivAt_id' y).const_add a).sin
    have ms : Monotone (fun y => y + Real.sin (a + y)) :=
      monotone_of_deriv_nonneg (fun y => (hs y).differentiableAt) fun y => by
        rw [(hs y).deriv]
        linarith [Real.neg_one_le_cos (a + y)]
    have hg : ∀ y, HasDerivAt
        (fun y => y * y / 2 - (Real.cos (a + y) - Real.cos a + y * Real.sin a))
        (y + Real.sin (a + y) - Real.sin a) y := by
      intro y
      have h1 := ((hasDerivAt_id' y).const_add a).cos
      have h2 := ((hasDerivAt_id' y).fun_mul (hasDerivAt_id' y)).div_const 2
      have h3 := (hasDerivAt_id' y).mul_const (Real.sin a)
      exact (h2.fun_sub ((h1.sub_const (Real.cos a)).fun_add h3)).congr_deriv (by ring)
    have mg := monotoneOn_of_deriv_nonneg (convex_Ici (0 : ℝ))
      (fun y _ => (hg y).continuousAt.continuousWithinAt)
      (fun y _ => (hg y).differentiableAt.differentiableWithinAt) (fun y hy => by
        rw [(hg y).deriv]
        have hy0 : 0 ≤ y := interior_subset hy
        have h := ms hy0
        simp only [add_zero, zero_add] at h
        linarith)
    have h := mg (Set.mem_Ici.2 le_rfl) (Set.mem_Ici.2 hx) hx
    simp only [add_zero, zero_mul, mul_zero, zero_div, sub_self] at h
    linarith
  -- shifting a by π gives the lower bound
  have both : ∀ a x : ℝ, 0 ≤ x →
      |Real.cos (a + x) - Real.cos a + x * Real.sin a| ≤ x * x / 2 := by
    intro a x hx
    have h := key (a + π) x hx
    rw [add_right_comm, Real.cos_add_pi, Real.cos_add_pi, Real.sin_add_pi] at h
    exact abs_le.2 ⟨by linarith, key a x hx⟩
  rcases le_total 0 x with hx | hx
  · exact both a x hx
  · have h := both (-a) (-x) (by linarith)
    rw [← neg_add, Real.cos_neg, Real.cos_neg, Real.sin_neg, neg_mul_neg, neg_mul_neg] at h
    exact h

/-- Around a wave number `q₀` of minimal energy, the energy rises at most quadratically, by no more
than `(q - q₀)²/2 · ∑ r² |J_r|`. -/
theorem energy_rise_le (s : Finset ℕ) (J : ℕ → ℝ) {q₀ : ℝ}
    (h : ∀ q, spiralEnergy s J q₀ ≤ spiralEnergy s J q) (q : ℝ) :
    spiralEnergy s J q - spiralEnergy s J q₀ ≤ couplingMoment s J / 2 * (q - q₀) ^ 2 := by
  have hd : HasDerivAt (spiralEnergy s J)
      (∑ r ∈ s, J r * (-Real.sin (q₀ * r) * r)) q₀ := by
    change HasDerivAt (fun q => ∑ r ∈ s, J r * Real.cos (q * r)) _ _
    apply HasDerivAt.fun_sum
    intro r _
    exact ((hasDerivAt_mul_const (r : ℝ)).cos).const_mul (J r)
  have hmin : IsLocalMin (spiralEnergy s J) q₀ := Filter.Eventually.of_forall h
  have hz := hmin.hasDerivAt_eq_zero hd
  -- subtract the vanishing linear term
  have e : spiralEnergy s J q - spiralEnergy s J q₀
      = ∑ r ∈ s, J r * (Real.cos (q₀ * r + (q - q₀) * r) - Real.cos (q₀ * r)
          + (q - q₀) * r * Real.sin (q₀ * r)) := by
    rw [← sub_zero (spiralEnergy s J q - _), ← mul_zero (q - q₀), ← hz]
    unfold spiralEnergy
    rw [Finset.mul_sum, ← Finset.sum_sub_distrib, ← Finset.sum_sub_distrib]
    refine Finset.sum_congr rfl fun r _ => ?_
    have e' : q₀ * (r : ℝ) + (q - q₀) * r = q * r := by ring
    rw [e']
    ring
  rw [e, couplingMoment, Finset.sum_div, Finset.sum_mul]
  refine Finset.sum_le_sum fun r _ => ?_
  refine (le_abs_self _).trans ?_
  rw [abs_mul]
  refine (mul_le_mul_of_nonneg_left (cos_tangent_bound _ _) (abs_nonneg _)).trans
    (le_of_eq ?_)
  ring

/-- For a supercell of `N ≥ 1` sites, the lowest energy `eN` over `q = 2πk/N` exceeds the
lowest energy `e` over all real `q` by at most `π²/(2N²) ∑ r² |J_r|`; both minima exist. -/
theorem supercell_error (s : Finset ℕ) (J : ℕ → ℝ) {N : ℕ} (hN : 0 < N) :
    ∃ e eN : ℝ, IsLeast (Set.range (spiralEnergy s J)) e ∧
      IsLeast (Set.range (supercellEnergy s J N)) eN ∧
      eN - e ≤ π ^ 2 / (2 * (N : ℝ) ^ 2) * couplingMoment s J := by
  have hN' : (N : ℝ) ≠ 0 := by positivity
  have hpi : π ≠ 0 := Real.pi_ne_zero
  -- the minimum over one period is the minimum over all real q
  have hc : Continuous (spiralEnergy s J) := by
    change Continuous (fun q => ∑ r ∈ s, J r * Real.cos (q * r))
    fun_prop
  obtain ⟨q₀, -, h₀⟩ := (isCompact_Icc (a := (0 : ℝ)) (b := 2 * π)).exists_isMinOn
    ⟨0, le_rfl, by positivity⟩ hc.continuousOn
  have hq : ∀ q, spiralEnergy s J q₀ ≤ spiralEnergy s J q := by
    intro q
    obtain ⟨y, hy, e⟩ := (spiralEnergy_periodic s J).exists_mem_Ico₀ (by positivity) q
    rw [e]
    exact h₀ ⟨hy.1, hy.2.le⟩
  have hNZ : (0 : ℤ) < N := by exact_mod_cast hN
  obtain ⟨k₀, -, hk₀⟩ := Finset.exists_min_image (Finset.Ico (0 : ℤ) N)
    (supercellEnergy s J N) ⟨0, Finset.mem_Ico.2 ⟨le_rfl, hNZ⟩⟩
  have hk : ∀ k, supercellEnergy s J N k₀ ≤ supercellEnergy s J N k := by
    intro k
    obtain ⟨y, hy, e⟩ := (supercellEnergy_periodic s J hN).exists_mem_Ico₀ hNZ k
    rw [e]
    exact hk₀ y (Finset.mem_Ico.2 hy)
  refine ⟨_, _, ⟨⟨q₀, rfl⟩, ?_⟩, ⟨⟨k₀, rfl⟩, ?_⟩, ?_⟩
  · rintro _ ⟨q, rfl⟩
    exact hq q
  · rintro _ ⟨k, rfl⟩
    exact hk k
  -- the nearest allowed wave number lies within π/N of q₀
  obtain ⟨k, hr⟩ : ∃ k : ℤ, |q₀ * N / (2 * π) - k| ≤ 1 / 2 := ⟨_, abs_sub_round _⟩
  have hsq : (q₀ * N / (2 * π) - k) ^ 2 ≤ 1 / 4 := by
    have := abs_le.1 hr
    nlinarith [this.1, this.2]
  have e : 2 * π * k / N - q₀ = -(2 * π / N) * (q₀ * N / (2 * π) - k) := by
    field_simp
    ring
  have hM : 0 ≤ couplingMoment s J := Finset.sum_nonneg fun r _ => by positivity
  calc supercellEnergy s J N k₀ - spiralEnergy s J q₀
      ≤ spiralEnergy s J (2 * π * k / N) - spiralEnergy s J q₀ := sub_le_sub_right (hk k) _
    _ ≤ couplingMoment s J / 2 * (2 * π * k / N - q₀) ^ 2 := energy_rise_le s J hq _
    _ = couplingMoment s J / 2 * (2 * π / N) ^ 2 * (q₀ * N / (2 * π) - k) ^ 2 := by
        rw [e]; ring
    _ ≤ couplingMoment s J / 2 * (2 * π / N) ^ 2 * (1 / 4) :=
        mul_le_mul_of_nonneg_left hsq (by positivity)
    _ = π ^ 2 / (2 * (N : ℝ) ^ 2) * couplingMoment s J := by
        field_simp
        ring

/-- For the nearest-neighbour antiferromagnet with `J₁ = 1`, the lowest spiral energy is
`-1`, and in a supercell of `N = 2m + 1` sites it is `-cos(π/N)`. -/
theorem odd_antiferromagnet (m : ℕ) :
    IsLeast (Set.range (spiralEnergy {1} fun _ => 1)) (-1) ∧
    IsLeast (Set.range (supercellEnergy {1} (fun _ => 1) (2 * m + 1)))
      (-Real.cos (π / (2 * m + 1))) := by
  have hn : (0 : ℝ) < 2 * m + 1 := by positivity
  have hE : ∀ k : ℤ, supercellEnergy {1} (fun _ => 1) (2 * m + 1) k
      = Real.cos (2 * π * k / (2 * m + 1)) := by
    intro k
    simp [supercellEnergy, spiralEnergy]
  refine ⟨⟨⟨π, by simp [spiralEnergy]⟩, ?_⟩, ⟨⟨(m : ℤ), ?_⟩, ?_⟩⟩
  · rintro _ ⟨q, rfl⟩
    simpa [spiralEnergy] using Real.neg_one_le_cos q
  · have e : 2 * π * ((m : ℤ) : ℝ) / (2 * m + 1) = π - π / (2 * m + 1) := by
      push_cast
      field_simp
      ring
    rw [hE, e, Real.cos_pi_sub]
  · rintro _ ⟨k, rfl⟩
    obtain ⟨j, hj, hjk⟩ := (supercellEnergy_periodic {1} (fun _ => 1)
      (Nat.succ_pos (2 * m))).exists_mem_Ico₀ (by positivity) k
    have hj0 := hj.1
    have hj1 := hj.2
    -- the odd integer u measures the distance of the wave number from π
    obtain ⟨u, hu⟩ : ∃ u : ℤ, u = 2 * j - (2 * m + 1) := ⟨_, rfl⟩
    have h1 : (1 : ℤ) ≤ |u| := le_abs.2 (by omega)
    have h2 : |u| ≤ 2 * (m : ℤ) + 1 := abs_le.2 ⟨by omega, by omega⟩
    have h1' : (1 : ℝ) ≤ |(u : ℝ)| := by exact_mod_cast h1
    have h2' : |(u : ℝ)| ≤ 2 * m + 1 := by exact_mod_cast h2
    have e : 2 * π * (j : ℝ) / (2 * m + 1) = π * u / (2 * m + 1) + π := by
      rw [hu]
      push_cast
      field_simp
      ring
    have hjk' : supercellEnergy {1} (fun _ => 1) (2 * m + 1) k
        = supercellEnergy {1} (fun _ => 1) (2 * m + 1) j := hjk
    rw [hjk', hE, e, Real.cos_add_pi, ← Real.cos_abs (π * u / (2 * m + 1)), abs_div,
      abs_mul, abs_of_pos Real.pi_pos, abs_of_pos hn]
    apply neg_le_neg
    apply Real.cos_le_cos_of_nonneg_of_le_pi (by positivity)
    · rw [div_le_iff₀ hn]
      exact mul_le_mul_of_nonneg_left h2' Real.pi_pos.le
    · apply div_le_div_of_nonneg_right _ hn.le
      nlinarith [Real.pi_pos]

/-- The excess `1 - cos(π/N)`, multiplied by `N²`, tends to `π²/2` along the odd
numbers `N = 2m + 1`. -/
theorem odd_excess_limit :
    Tendsto (fun m : ℕ => (2 * (m : ℝ) + 1) ^ 2 * (1 - Real.cos (π / (2 * m + 1))))
      atTop (𝓝 (π ^ 2 / 2)) := by
  have h0 : Tendsto (fun m : ℕ => π / 2 / (2 * (m : ℝ) + 1)) atTop (𝓝 0) := by
    apply Tendsto.div_atTop tendsto_const_nhds
    exact tendsto_atTop_add_const_right _ _
      (tendsto_natCast_atTop_atTop.const_mul_atTop (by norm_num))
  -- the half-angle formula turns the excess into a squared sinc
  have h1 := (((Real.continuous_sinc.tendsto 0).comp h0).pow 2).const_mul (π ^ 2 / 2)
  rw [Real.sinc_zero, one_pow, mul_one] at h1
  refine h1.congr fun m => ?_
  have hn : (2 * (m : ℝ) + 1) ≠ 0 := by positivity
  have hpi : π ≠ 0 := Real.pi_ne_zero
  have hne : π / 2 / (2 * (m : ℝ) + 1) ≠ 0 := by positivity
  have hc : Real.cos (π / (2 * m + 1))
      = 1 - 2 * Real.sin (π / 2 / (2 * (m : ℝ) + 1)) ^ 2 := by
    have e : π / (2 * (m : ℝ) + 1) = 2 * (π / 2 / (2 * (m : ℝ) + 1)) := by ring
    rw [e, Real.cos_two_mul, Real.cos_sq']
    ring
  simp only [Function.comp_apply]
  rw [Real.sinc_of_ne_zero hne, hc, sub_sub_cancel]
  generalize Real.sin (π / 2 / (2 * (m : ℝ) + 1)) = t
  field_simp

end

end SpiralSupercell
```

```lean
#print axioms SpiralSupercell.spin_periodic_iff
#print axioms SpiralSupercell.supercell_error
#print axioms SpiralSupercell.odd_antiferromagnet
#print axioms SpiralSupercell.odd_excess_limit
```

```
'SpiralSupercell.spin_periodic_iff' depends on axioms: [propext, Classical.choice, Quot.sound]
'SpiralSupercell.supercell_error' depends on axioms: [propext, Classical.choice, Quot.sound]
'SpiralSupercell.odd_antiferromagnet' depends on axioms: [propext, Classical.choice, Quot.sound]
'SpiralSupercell.odd_excess_limit' depends on axioms: [propext, Classical.choice, Quot.sound]
```

`exchange_energy` and `spin_periodic_iff` tie the formulas to the spins: the first uses the cosine of a difference, the second evaluates the repeat condition at site 0. The two periodicity lemmas supply the reductions to one period and to N labels.

In `cos_tangent_bound`, the step `key` is the monotonicity argument for g, with `ms` for the inner function and `mg` for g itself. The step `both` shifts a by π, and the final case split treats negative x.

`energy_rise_le` obtains E′(q₀) = 0 from `hmin.hasDerivAt_eq_zero`. Its equation `e` inserts the vanishing linear term, after which `Finset.sum_le_sum` applies the cosine bound to each distance.

In `supercell_error`, compactness of [0, 2π] yields q₀, and `Finset.exists_min_image` yields the best label `k₀`. The nearest integer comes from `abs_sub_round`, and the `calc` block chains the inequalities, with the rounding error entering as a square of at most 1/4.

`odd_antiferromagnet` reduces any k to a label `j` in one period and then argues with `u` as above. `odd_excess_limit` uses the half-angle formula and the continuity of `Real.sinc` at 0, where its value is 1.
